# Variance of an estimator as the squared norm of H − E applied to the error in its auxiliary vector

Let H be a real symmetric matrix on a finite set of configurations, ψ an eigenvector with energy E and no zero components, and D any real matrix. The estimator ((Dψ)ᵢ + ((H − E)φ)ᵢ)/ψᵢ depends on an auxiliary vector φ, and some φ₀ is assumed to make it equal to ⟨ψ, Dψ⟩ at every i. `variance_eq` states that for any φ the sum of squared deviations of the estimator from its weighted sum `mean`, with weights ψᵢ², is then ‖(H − E)(φ − φ₀)‖². For a unit vector ψ these sums are the true mean and variance; in general they are not divided by ‖ψ‖². The proof replaces `mean` by ⟨ψ, Dψ⟩ and compares the two sides term by term, using a helper `hm` that multiplies the estimator by ψᵢ to clear the denominator.

The first attempt, which Lean rejects:

```lean
import Mathlib

open Matrix

namespace VarianceEq

noncomputable section

variable {n : Type*} [Fintype n]

/-- The shifted Hamiltonian `H - E` applied to a vector `φ`. -/
def shifted (H : Matrix n n ℝ) (E : ℝ) (φ : n → ℝ) : n → ℝ := H *ᵥ φ - E • φ

/-- The estimator `((D ψ)_i + ((H - E) φ)_i) / ψ_i` with auxiliary vector `φ`, meant for
configurations `i` with `ψ i ≠ 0`. -/
def forceEst (H D : Matrix n n ℝ) (E : ℝ) (ψ φ : n → ℝ) (i : n) : ℝ :=
  ((D *ᵥ ψ) i + shifted H E φ i) / ψ i

/-- The sum of `f i` with weights `ψ i ^ 2`; for a unit vector `ψ`, this is the mean of `f`. -/
def mean (ψ f : n → ℝ) : ℝ := ∑ i, ψ i ^ 2 * f i

/-- The sum of `(f i - mean ψ f) ^ 2` with weights `ψ i ^ 2`; for a unit vector `ψ`, this is the
variance of `f`. -/
def variance (ψ f : n → ℝ) : ℝ := mean ψ (fun i => (f i - mean ψ f) ^ 2)

/-- For a symmetric Hamiltonian, `H - E` can be moved from one side of the scalar product
to the other. -/
theorem shifted_symm {H : Matrix n n ℝ} (hH : H.IsSymm) (E : ℝ) (x y : n → ℝ) :
    x ⬝ᵥ shifted H E y = shifted H E x ⬝ᵥ y := by
  unfold shifted
  rw [dotProduct_sub, sub_dotProduct, Matrix.dotProduct_mulVec, ← Matrix.mulVec_transpose,
    hH.eq, dotProduct_smul, smul_dotProduct]

/-- For symmetric `H` and an eigenvector `ψ` with energy `E`, the weighted sum `mean` of the
estimator is `⟨ψ, D ψ⟩` whatever the auxiliary vector `φ`. -/
theorem mean_forceEst {H : Matrix n n ℝ} (hH : H.IsSymm) (D : Matrix n n ℝ) {E : ℝ}
    {ψ : n → ℝ} (hψ : H *ᵥ ψ = E • ψ) (φ : n → ℝ) :
    mean ψ (forceEst H D E ψ φ) = ψ ⬝ᵥ (D *ᵥ ψ) := by
  -- a node of `ψ` has weight zero and contributes nothing on either side
  have key : ∀ i, ψ i ^ 2 * forceEst H D E ψ φ i
      = ψ i * ((D *ᵥ ψ) i + shifted H E φ i) := by
    intro i
    unfold forceEst
    by_cases h : ψ i = 0
    · simp [h]
    · field_simp
  have h0 : shifted H E ψ = 0 := sub_eq_zero.mpr hψ
  calc mean ψ (forceEst H D E ψ φ) = ψ ⬝ᵥ (D *ᵥ ψ + shifted H E φ) :=
        Finset.sum_congr rfl (fun i _ => key i)
    _ = ψ ⬝ᵥ (D *ᵥ ψ) := by
        rw [dotProduct_add, shifted_symm hH, h0, zero_dotProduct, add_zero]

/-- For symmetric `H` and an eigenvector `ψ` without zero components, if `φ₀` makes the estimator
equal to `⟨ψ, D ψ⟩` everywhere, then the weighted sum `variance` for any `φ` is the squared norm of
`(H - E) (φ - φ₀)`. -/
theorem variance_eq {H : Matrix n n ℝ} (hH : H.IsSymm) (D : Matrix n n ℝ) {E : ℝ}
    {ψ : n → ℝ} (hψ : H *ᵥ ψ = E • ψ) (hn : ∀ i, ψ i ≠ 0) {φ₀ : n → ℝ}
    (h₀ : ∀ i, forceEst H D E ψ φ₀ i = ψ ⬝ᵥ (D *ᵥ ψ)) (φ : n → ℝ) :
    variance ψ (forceEst H D E ψ φ)
      = shifted H E (φ - φ₀) ⬝ᵥ shifted H E (φ - φ₀) := by
  have hs : shifted H E (φ - φ₀) = shifted H E φ - shifted H E φ₀ := by
    unfold shifted
    rw [Matrix.mulVec_sub, smul_sub]
    abel
  have hm : ∀ χ i, forceEst H D E ψ χ i * ψ i = (D *ᵥ ψ) i + shifted H E χ i :=
    fun χ i => (div_eq_iff (hn i)).mp rfl
  have key : ∀ i, ψ i ^ 2 * (forceEst H D E ψ φ i - ψ ⬝ᵥ (D *ᵥ ψ)) ^ 2
      = shifted H E (φ - φ₀) i * shifted H E (φ - φ₀) i := by
    intro i
    rw [← h₀ i, hs, Pi.sub_apply]
    have e : ψ i * (forceEst H D E ψ φ i - forceEst H D E ψ φ₀ i)
        = shifted H E φ i - shifted H E φ₀ i := by
      linear_combination hm φ i - hm φ₀ i
    linear_combination (ψ i * (forceEst H D E ψ φ i - forceEst H D E ψ φ₀ i)
      + (shifted H E φ i - shifted H E φ₀ i)) * e
  unfold variance
  rw [mean_forceEst hH D hψ]
  exact Finset.sum_congr rfl (fun i _ => key i)

end

end VarianceEq
```

Compiling this gives:

```
Main.lean:66:15: error: Type mismatch
  (div_eq_iff (hn i)).mp rfl
has type
  ?m.114 = ?m.114 / ψ i * ψ i
but is expected to have type
  forceEst H D E ψ χ i * ψ i = (D *ᵥ ψ) i + shifted H E χ i
```

This version goes through:

```diff
@@ -63,6 +63,8 @@
     rw [Matrix.mulVec_sub, smul_sub]
     abel
-  have hm : ∀ χ i, forceEst H D E ψ χ i * ψ i = (D *ᵥ ψ) i + shifted H E χ i :=
-    fun χ i => (div_eq_iff (hn i)).mp rfl
+  have hm : ∀ χ i, forceEst H D E ψ χ i * ψ i = (D *ᵥ ψ) i + shifted H E χ i := by
+    intro χ i
+    unfold forceEst
+    exact div_mul_cancel₀ ((D *ᵥ ψ) i + shifted H E χ i) (hn i)
   have key : ∀ i, ψ i ^ 2 * (forceEst H D E ψ φ i - ψ ⬝ᵥ (D *ᵥ ψ)) ^ 2
       = shifted H E (φ - φ₀) i * shifted H E (φ - φ₀) i := by
```

Cause. The one error is in `hm`, and it comes from an equation facing the wrong way. `div_eq_iff` turns `a / b = c` into `a = c * b`, for `b` nonzero. Given `rfl`, it takes `c` to be `a / b` itself, so the result is `a = a / b * b`, with the product on the right. This is the type in the message, where `?m.114` stands for the still undetermined `a`. But `hm` has the product, `forceEst H D E ψ χ i * ψ i`, on the left and the numerator on the right. Lean does not swap the sides of an equation to make a term fit, so it reports a type mismatch.

The repair uses `div_mul_cancel₀`, which states `a / b * b = a` for nonzero `b`, the direction `hm` needs. The numerator is given explicitly, and `hn i` supplies ψᵢ ≠ 0. Before that, `intro χ i` fixes the vector and the index, and `unfold forceEst` replaces the estimator by its defining quotient, so that the goal visibly has the form of the lemma.
